# The logarithmic correlation energy with two screening parameters has no $\sqrt r$ term at high density exactly when $b_2 = 2Ab_1^2$

For $A, b_1 > 0$, $b_2 \ge 0$ and real $a$, let

$$G(r) = -2A(1+ar)\,\ln\!\left(1+\frac{1}{2A(b_1\sqrt r+b_2 r)}\right),\qquad R(r)=G(r)-A\ln r-2A\ln(2Ab_1).$$

Then $R(r)/\sqrt r \to 2A\,(b_2/b_1-2Ab_1)$ as $r\to0^+$. This limit is zero if and only if $b_2=2Ab_1^2$.

## The electron gas at high density

The correlation energy per electron of the uniform electron gas depends on the density parameter $r$, usually written $r_s$: the radius, in Bohr, of the sphere that holds one electron on average. High density means small $r$. Many-body perturbation theory gives an expansion that starts with $\ln r$ and a constant, followed by terms in $r\ln r$ and $r$, with no $\sqrt r$ term.

Local density functionals use fitted formulas for this energy. In the form $G$, $A$ is the strength of the logarithm that screening produces, and $b_1$ sets the constant. The powers of $\sqrt r$ inside $G$ generally produce an unwanted $\sqrt r$ term, and for this two-parameter form the condition on $b_2$ removes it. The Perdew–Wang fit writes $\alpha_1,\beta_1,\beta_2$ for $a,b_1,b_2$ and has further powers of $r$ in the denominator.

## What the theorems say

`correlation` is $G$ and `remainder` is $R$. All quantities are real numbers, with no units attached, and `𝓝[>] 0` expresses $r\to0^+$.

- `sqrt_coefficient` gives the limit of $R/\sqrt r$.
- `no_sqrt_term_iff` gives the equivalence, with $R$ written out.
- `next_order` states that, when $b_2=2Ab_1^2$,

$$\frac{R(r)-Aa\,r\ln r}{r}\to 2A\left(a\ln(2Ab_1)-(2Ab_1)^2\right).$$

The theorems concern the formula $G$. That the electron gas itself lacks a $\sqrt r$ term is a physical input, which enters only when one chooses to impose the condition.

## Expanding the logarithm

Put $s=\sqrt r$ and $Q=2A(b_1s+b_2s^2)$. Then $\ln(1+1/Q)=\ln(1+Q)-\ln Q$. Since $Q=2Ab_1s\,(1+(b_2/b_1)s)$,

$$\ln Q=\ln(2Ab_1)+\tfrac12\ln r+\ln\!\left(1+\tfrac{b_2}{b_1}s\right).$$

With $D(s)=\ln(1+Q)-\ln(1+(b_2/b_1)s)$, inserting this in $G$ and subtracting the two leading terms gives, exactly,

$$R=-2A(1+ar)D(s)+ar\left(A\ln r+2A\ln(2Ab_1)\right).$$

Division by $s$ yields

$$\frac{R}{\sqrt r}=-2A(1+ar)\frac{D(s)}{s}+a\left(2A\,s\ln s+2A\ln(2Ab_1)\,s\right).$$

Here $D(0)=0$ and $D'(0)=2Ab_1-b_2/b_1$, so $D(s)/s$ tends to this slope. The last bracket vanishes because $s\ln s\to0$. The limit is therefore $2A(b_2/b_1-2Ab_1)$, and as $A,b_1>0$ it is zero exactly when $b_2=2Ab_1^2$.

## The next order under the condition

Let $b_2=2Ab_1^2$ and $c=2Ab_1$. Then $b_2/b_1=c$ and $Q=cs+c^2s^2$, so

$$D(s)=\ln\frac{1+cs+c^2s^2}{1+cs}=\ln(1+u),\qquad u=\frac{c^2s^2}{1+cs}.$$

Hence

$$\frac{D(s)}{s^2}=\frac{\ln(1+u)}{u}\cdot\frac{c^2}{1+cs}\to c^2.$$

Subtracting $Aa\,r\ln r$ from the exact identity and dividing by $r=s^2$ leaves

$$-2A(1+ar)\frac{D(s)}{s^2}+2Aa\ln c\to 2A(a\ln c-c^2).$$

## The complete Lean file

```lean
import Mathlib

open Filter Topology

namespace HighDensityCorrelation

noncomputable section

/-- The logarithmic correlation energy per electron with two screening parameters `b₁`, `b₂`,
as a function of the density parameter `r`; its domain is `r > 0` with
`A * (b₁ * √r + b₂ * r) > 0`. -/
def correlation (A a b₁ b₂ r : ℝ) : ℝ :=
  -2 * A * (1 + a * r) * Real.log (1 + 1 / (2 * A * (b₁ * √r + b₂ * r)))

/-- What is left of the correlation energy after subtracting `A ln r` and the constant
`2A ln(2A b₁)`, for `r > 0` and `A, b₁ > 0`. -/
def remainder (A a b₁ b₂ r : ℝ) : ℝ :=
  correlation A a b₁ b₂ r - A * Real.log r - 2 * A * Real.log (2 * A * b₁)

/-- The difference of two logarithms, in the variable `s = √r`, that carries the half-integer
powers of `r`; its domain is `b₁ ≠ 0` with both logarithms taken of positive numbers. -/
def mismatch (A b₁ b₂ s : ℝ) : ℝ :=
  Real.log (1 + 2 * A * (b₁ * s + b₂ * s ^ 2)) - Real.log (1 + b₂ / b₁ * s)

/-- For `A, b₁, r > 0` and `b₂ ≥ 0` the remainder splits exactly into a mismatch term and a term
equal to `a r` times `A ln r + 2A ln(2A b₁)`. -/
theorem remainder_eq {A a b₁ b₂ r : ℝ} (hA : 0 < A) (hb₁ : 0 < b₁) (hb₂ : 0 ≤ b₂)
    (hr : 0 < r) :
    remainder A a b₁ b₂ r = -2 * A * (1 + a * r) * mismatch A b₁ b₂ (√r)
      + a * r * (A * Real.log r + 2 * A * Real.log (2 * A * b₁)) := by
  obtain ⟨s, hs, rfl⟩ : ∃ s : ℝ, 0 < s ∧ r = s ^ 2 :=
    ⟨√r, Real.sqrt_pos.2 hr, (Real.sq_sqrt hr.le).symm⟩
  have hQ : 0 < 2 * A * (b₁ * s + b₂ * s ^ 2) := by positivity
  have key : ∀ q : ℝ, 0 < q → Real.log (1 + 1 / q) = Real.log (1 + q) - Real.log q := by
    intro q hq
    have hq1 : 1 + q ≠ 0 := by positivity
    rw [← Real.log_div hq1 hq.ne', add_div, div_self hq.ne', add_comm]
  -- factor the leading power of `s` out of the screening polynomial
  have hlogQ : Real.log (2 * A * (b₁ * s + b₂ * s ^ 2))
      = Real.log (2 * A * b₁) + Real.log s + Real.log (1 + b₂ / b₁ * s) := by
    have hc : b₂ / b₁ * b₁ = b₂ := div_mul_cancel₀ _ hb₁.ne'
    have e : 2 * A * (b₁ * s + b₂ * s ^ 2) = 2 * A * b₁ * s * (1 + b₂ / b₁ * s) := by
      linear_combination (-(2 * A * s ^ 2)) * hc
    have h1 : 2 * A * b₁ * s ≠ 0 := by positivity
    have h2 : 1 + b₂ / b₁ * s ≠ 0 := by positivity
    have h3 : 2 * A * b₁ ≠ 0 := by positivity
    rw [e, Real.log_mul h1 h2, Real.log_mul h3 hs.ne']
  have hl : Real.log (s ^ 2) = 2 * Real.log s := by
    rw [Real.log_pow]; norm_num
  simp only [remainder, correlation, mismatch]
  rw [Real.sqrt_sq hs.le, key _ hQ, hlogQ, hl]
  ring

/-- The mismatch has slope `2A b₁ - b₂/b₁` at `s = 0`. -/
theorem mismatch_hasDerivAt (A b₁ b₂ : ℝ) :
    HasDerivAt (mismatch A b₁ b₂) (2 * A * b₁ - b₂ / b₁) 0 := by
  have h1 : HasDerivAt (fun s : ℝ => 1 + 2 * A * (b₁ * s + b₂ * s ^ 2)) (2 * A * b₁) 0 :=
    (((((hasDerivAt_id' (0 : ℝ)).const_mul b₁).fun_add
      (((hasDerivAt_id' (0 : ℝ)).fun_pow 2).const_mul b₂)).const_mul (2 * A)).const_add
        1).congr_deriv (by simp)
  have h2 : HasDerivAt (fun s : ℝ => 1 + b₂ / b₁ * s) (b₂ / b₁) 0 :=
    (((hasDerivAt_id' (0 : ℝ)).const_mul (b₂ / b₁)).const_add 1).congr_deriv (by simp)
  exact ((h1.log (by simp)).fun_sub (h2.log (by simp))).congr_deriv (by simp)

/-- As `r` tends to zero from above, so does `√r`. -/
theorem tendsto_sqrt_zero_right : Tendsto Real.sqrt (𝓝[>] 0) (𝓝[>] 0) := by
  have h0 : Tendsto Real.sqrt (𝓝 0) (𝓝 0) := by
    have h := Real.continuous_sqrt.tendsto 0
    rwa [Real.sqrt_zero] at h
  refine tendsto_nhdsWithin_iff.2 ⟨h0.mono_left nhdsWithin_le_nhds, ?_⟩
  filter_upwards [self_mem_nhdsWithin] with r hr
  exact Set.mem_Ioi.2 (Real.sqrt_pos.2 (Set.mem_Ioi.1 hr))

/-- For `A, b₁ > 0` and `b₂ ≥ 0` the coefficient of `√r` in the high-density expansion of the
correlation energy is `2A (b₂/b₁ - 2A b₁)`. -/
theorem sqrt_coefficient {A b₁ b₂ : ℝ} (a : ℝ) (hA : 0 < A) (hb₁ : 0 < b₁) (hb₂ : 0 ≤ b₂) :
    Tendsto (fun r => remainder A a b₁ b₂ r / √r) (𝓝[>] 0)
      (𝓝 (2 * A * (b₂ / b₁ - 2 * A * b₁))) := by
  have D0 : mismatch A b₁ b₂ 0 = 0 := by simp [mismatch]
  have hslope : Tendsto (fun s => mismatch A b₁ b₂ s / s) (𝓝[>] 0)
      (𝓝 (2 * A * b₁ - b₂ / b₁)) :=
    (mismatch_hasDerivAt A b₁ b₂).tendsto_slope_zero_right.congr fun t => by
      rw [zero_add, D0, sub_zero, smul_eq_mul, div_eq_inv_mul]
  have hD : Tendsto (fun r => mismatch A b₁ b₂ (√r) / √r) (𝓝[>] 0)
      (𝓝 (2 * A * b₁ - b₂ / b₁)) := hslope.comp tendsto_sqrt_zero_right
  have hs : Tendsto (fun r : ℝ => √r) (𝓝[>] 0) (𝓝 0) :=
    tendsto_sqrt_zero_right.mono_right nhdsWithin_le_nhds
  have hid : Tendsto (fun r : ℝ => r) (𝓝[>] 0) (𝓝 0) :=
    tendsto_id.mono_left nhdsWithin_le_nhds
  -- the logarithm is too weak to survive multiplication by `√r`
  have hxlog : Tendsto (fun s : ℝ => s * Real.log s) (𝓝 0) (𝓝 0) := by
    simpa using Real.continuous_mul_log.tendsto 0
  have hlog : Tendsto (fun r : ℝ => √r * Real.log (√r)) (𝓝[>] 0) (𝓝 0) := hxlog.comp hs
  have h := ((((hid.const_mul a).const_add 1).const_mul (-2 * A)).mul hD).add
    (((hlog.const_mul (2 * A)).add
      (hs.const_mul (2 * A * Real.log (2 * A * b₁)))).const_mul a)
  have e : 2 * A * (b₂ / b₁ - 2 * A * b₁) = -2 * A * (1 + a * 0) * (2 * A * b₁ - b₂ / b₁)
      + a * (2 * A * 0 + 2 * A * Real.log (2 * A * b₁) * 0) := by ring
  rw [e]
  refine h.congr' ?_
  filter_upwards [self_mem_nhdsWithin] with r hr
  have hr' : 0 < r := hr
  have hp : √r ≠ 0 := (Real.sqrt_pos.2 hr').ne'
  have hd : mismatch A b₁ b₂ (√r) / √r * √r = mismatch A b₁ b₂ (√r) := div_mul_cancel₀ _ hp
  have hq : √r * √r = r := Real.mul_self_sqrt hr'.le
  rw [remainder_eq hA hb₁ hb₂ hr', Real.log_sqrt hr'.le, eq_div_iff hp]
  linear_combination (-2 * A * (1 + a * r)) * hd
    + a * (A * Real.log r + 2 * A * Real.log (2 * A * b₁)) * hq

/-- For `A, b₁ > 0` and `b₂ ≥ 0` the correlation energy has no `√r` term in the high-density
limit if and only if `b₂ = 2A b₁²`. -/
theorem no_sqrt_term_iff {A b₁ b₂ : ℝ} (a : ℝ) (hA : 0 < A) (hb₁ : 0 < b₁) (hb₂ : 0 ≤ b₂) :
    Tendsto (fun r => (correlation A a b₁ b₂ r - A * Real.log r
      - 2 * A * Real.log (2 * A * b₁)) / √r) (𝓝[>] 0) (𝓝 0) ↔ b₂ = 2 * A * b₁ ^ 2 := by
  have lim := sqrt_coefficient a hA hb₁ hb₂
  constructor
  · intro h
    have e := tendsto_nhds_unique lim h
    have h2A : 2 * A ≠ 0 := by positivity
    have h0 := (mul_eq_zero.1 e).resolve_left h2A
    have hc : b₂ / b₁ * b₁ = b₂ := div_mul_cancel₀ _ hb₁.ne'
    linear_combination b₁ * h0 - hc
  · intro h
    have hc : b₂ / b₁ = 2 * A * b₁ := by
      rw [div_eq_iff hb₁.ne', h]; ring
    rw [hc, sub_self, mul_zero] at lim
    exact lim

/-- For `A, b₁ > 0` and `b₂ = 2A b₁²` the mismatch is quadratic at small `s`, with coefficient
`(2A b₁)²`. -/
theorem mismatch_quadratic {A b₁ : ℝ} (hA : 0 < A) (hb₁ : 0 < b₁) :
    Tendsto (fun s => mismatch A b₁ (2 * A * b₁ ^ 2) s / s ^ 2) (𝓝[>] 0)
      (𝓝 ((2 * A * b₁) ^ 2)) := by
  obtain ⟨c, hc⟩ : ∃ c, c = 2 * A * b₁ := ⟨_, rfl⟩
  have hcp : 0 < c := by rw [hc]; positivity
  rw [← hc]
  have hL : Tendsto (fun u : ℝ => Real.log (1 + u) / u) (𝓝[>] 0) (𝓝 1) := by
    have h : HasDerivAt (fun u : ℝ => Real.log (1 + u)) 1 0 :=
      (((hasDerivAt_id' (0 : ℝ)).const_add 1).log (by simp)).congr_deriv (by simp)
    exact h.tendsto_slope_zero_right.congr fun t => by simp [div_eq_inv_mul]
  have hv : Tendsto (fun s : ℝ => c ^ 2 / (1 + c * s)) (𝓝[>] 0) (𝓝 (c ^ 2)) := by
    have h : ContinuousAt (fun s : ℝ => c ^ 2 / (1 + c * s)) 0 :=
      ContinuousAt.div (by fun_prop) (by fun_prop) (by simp)
    have h' := h.tendsto.mono_left (nhdsWithin_le_nhds (s := Set.Ioi 0))
    simpa using h'
  have hu : Tendsto (fun s : ℝ => c ^ 2 * s ^ 2 / (1 + c * s)) (𝓝[>] 0) (𝓝[>] 0) := by
    refine tendsto_nhdsWithin_iff.2 ⟨?_, ?_⟩
    · have h : ContinuousAt (fun s : ℝ => c ^ 2 * s ^ 2 / (1 + c * s)) 0 :=
        ContinuousAt.div (by fun_prop) (by fun_prop) (by simp)
      have h' := h.tendsto.mono_left (nhdsWithin_le_nhds (s := Set.Ioi 0))
      simpa using h'
    · filter_upwards [self_mem_nhdsWithin] with s hs
      have hs' : 0 < s := hs
      exact Set.mem_Ioi.2 (by positivity)
  have h := (hL.comp hu).mul hv
  rw [one_mul] at h
  refine h.congr' ?_
  filter_upwards [self_mem_nhdsWithin] with s hs
  have hs' : 0 < s := hs
  have hne : 1 + c * s ≠ 0 := by positivity
  have hne2 : 1 + c * s + c ^ 2 * s ^ 2 ≠ 0 := by positivity
  -- on the constraint the two logarithms merge into one
  have hD : mismatch A b₁ (2 * A * b₁ ^ 2) s
      = Real.log (1 + c ^ 2 * s ^ 2 / (1 + c * s)) := by
    have e1 : 1 + 2 * A * (b₁ * s + 2 * A * b₁ ^ 2 * s ^ 2) = 1 + c * s + c ^ 2 * s ^ 2 := by
      rw [hc]; ring
    have e2 : 2 * A * b₁ ^ 2 / b₁ = c := by
      rw [hc, div_eq_iff hb₁.ne']; ring
    simp only [mismatch]
    rw [e1, e2, ← Real.log_div hne2 hne, add_div, div_self hne]
  rw [hD]
  simp only [Function.comp_apply]
  generalize Real.log (1 + c ^ 2 * s ^ 2 / (1 + c * s)) = l
  field_simp

/-- For `A, b₁ > 0` and `b₂ = 2A b₁²` the remainder is `A a r ln r` plus a term linear in `r`
with coefficient `2A (a ln(2A b₁) - (2A b₁)²)`, up to corrections that vanish faster than `r`. -/
theorem next_order {A b₁ : ℝ} (a : ℝ) (hA : 0 < A) (hb₁ : 0 < b₁) :
    Tendsto (fun r => (remainder A a b₁ (2 * A * b₁ ^ 2) r - A * a * (r * Real.log r)) / r)
      (𝓝[>] 0) (𝓝 (2 * A * (a * Real.log (2 * A * b₁) - (2 * A * b₁) ^ 2))) := by
  have hD : Tendsto (fun r => mismatch A b₁ (2 * A * b₁ ^ 2) (√r) / √r ^ 2) (𝓝[>] 0)
      (𝓝 ((2 * A * b₁) ^ 2)) := (mismatch_quadratic hA hb₁).comp tendsto_sqrt_zero_right
  have hid : Tendsto (fun r : ℝ => r) (𝓝[>] 0) (𝓝 0) :=
    tendsto_id.mono_left nhdsWithin_le_nhds
  have h := ((((hid.const_mul a).const_add 1).const_mul (-2 * A)).mul hD).add_const
    (2 * A * a * Real.log (2 * A * b₁))
  have e : 2 * A * (a * Real.log (2 * A * b₁) - (2 * A * b₁) ^ 2)
      = -2 * A * (1 + a * 0) * (2 * A * b₁) ^ 2 + 2 * A * a * Real.log (2 * A * b₁) := by ring
  rw [e]
  refine h.congr' ?_
  filter_upwards [self_mem_nhdsWithin] with r hr
  have hr' : 0 < r := hr
  have hd : mismatch A b₁ (2 * A * b₁ ^ 2) (√r) / r * r
      = mismatch A b₁ (2 * A * b₁ ^ 2) (√r) := div_mul_cancel₀ _ hr'.ne'
  rw [remainder_eq hA hb₁ (by positivity) hr', Real.sq_sqrt hr'.le, eq_div_iff hr'.ne']
  linear_combination (-2 * A * (1 + a * r)) * hd

end

end HighDensityCorrelation
```

```lean
#print axioms HighDensityCorrelation.no_sqrt_term_iff
-- 'HighDensityCorrelation.no_sqrt_term_iff' depends on axioms: [propext, Classical.choice, Quot.sound]
#print axioms HighDensityCorrelation.next_order
-- 'HighDensityCorrelation.next_order' depends on axioms: [propext, Classical.choice, Quot.sound]
```

## From the exact identity to the limits in Lean

`mismatch` is $D$. `remainder_eq` proves the exact identity: it substitutes $r=s^2$, splits the logarithm with `key`, factors $Q$ in `hlogQ`, and leaves the algebra to `ring`.

`mismatch_hasDerivAt` computes $D'(0)$ by the chain rule, and `tendsto_sqrt_zero_right` carries limits in $s$ over to limits in $r$. In `sqrt_coefficient`, `hslope` turns the derivative into the limit of $D(s)/s$, while `hxlog` obtains $s\ln s\to0$ from the continuity of $x\ln x$. The limits are combined in `h`, and `congr'` replaces the resulting expression by $R/\sqrt r$, to which it is equal for $r>0$.

For the forward direction of `no_sqrt_term_iff`, `tendsto_nhds_unique` equates the computed limit with zero, and the equation is solved for $b_2$. The converse substitutes the condition into the limit.

`mismatch_quadratic` merges the logarithms in `hD` and multiplies the limits of $\ln(1+u)/u$ and $c^2/(1+cs)$, which come from `hL` with `hu` and from `hv`. `next_order` then inserts the result in the exact identity.
